# Rayleigh and Thomson limits of dipole scattering from finitely many undamped resonances

Extend the $\omega^4$ law for light scattering to frequencies far above an atom's resonances, and the predicted cross section grows without bound. Extend the constant Thomson cross section down to visible light, and red and blue are scattered equally. Each law belongs to one end of the spectrum, and a calculation that uses either needs the right coefficient there. For an atom described by finitely many undamped resonances in the dipole approximation, both laws and their coefficients follow from a single formula.

The resonances are labelled by $k$ in a finite index set, `ι` in Lean.

```lean
import Mathlib

open Filter Topology Real Matrix

namespace RayleighThomsonScattering

noncomputable section

variable {ι : Type*} [Fintype ι]
```

## One factor for all frequencies

Let resonance $k$ have frequency $\omega_k$ and oscillator strength $f_k$, a real number. Light of frequency $\omega$ drives each resonance as an undamped oscillator, and the radiated field is proportional to the acceleration of the induced dipole. Relative to a free electron, and up to sign, the response is

$$F(\omega)=\sum_k \frac{f_k\,\omega^2}{\omega_k^2-\omega^2}.$$

In Lean, `ω₀` is the whole family of resonance frequencies, so `ω₀ k` is $\omega_k$. At an exact resonance Lean's division by zero sets that term to zero, but the limits and the bound below concern frequencies away from resonance.

```lean
/-- The scattering factor `F(ω) = ∑ f_k ω² / (ω_k² - ω²)` of an atom with oscillator strengths
`f_k` and resonance frequencies `ω_k`, for `ω²` different from every `ω_k²`. -/
def scatteringFactor (f ω₀ : ι → ℝ) (ω : ℝ) : ℝ :=
  ∑ k, f k * ω ^ 2 / (ω₀ k ^ 2 - ω ^ 2)
```

## From polarized to unpolarized light

The incident beam runs along $z$. The scattered light leaves in the direction $n$ with polar angle $\theta$ and azimuth $\varphi$:

$$n=(\sin\theta\cos\varphi,\ \sin\theta\sin\varphi,\ \cos\theta).$$

```lean
/-- The unit vector with polar angle `θ` and azimuth `φ`; the incident beam runs along `z`. -/
def direction (θ φ : ℝ) : Fin 3 → ℝ :=
  ![sin θ * cos φ, sin θ * sin φ, cos θ]
```

For incident light linearly polarized along a unit vector $e$, the differential cross section is taken to be

$$\frac{d\sigma}{d\Omega}=r^2F^2\bigl(1-(n\cdot e)^2\bigr).$$

This is the radiation pattern of a dipole along $e$, which sends nothing along its own axis. The induced dipole lies along $e$ when the atom responds equally in all directions, as is assumed here. It enters as a definition and is not derived from Maxwell's equations. The letter $r$ is the classical electron radius, not a distance to the detector.

```lean
/-- Differential cross section for light of linear polarization `e` (a unit vector) scattered
into the direction `n`, with classical electron radius `r` and scattering factor `F`. -/
def polarizedCrossSection (r F : ℝ) (e n : Fin 3 → ℝ) : ℝ :=
  r ^ 2 * F ^ 2 * (1 - (n ⬝ᵥ e) ^ 2)
```

Unpolarized light is an equal mixture of two orthogonal polarizations transverse to the beam, here $x$ and $y$.

```lean
/-- Differential cross section for unpolarized light: the mean over the polarizations
along `x` and `y`. -/
def unpolarizedCrossSection (r F θ φ : ℝ) : ℝ :=
  (polarizedCrossSection r F ![1, 0, 0] (direction θ φ)
    + polarizedCrossSection r F ![0, 1, 0] (direction θ φ)) / 2
```

The total cross section $\sigma$ integrates this mean over the sphere, with the weight $\sin\theta$ of the solid angle.

```lean
/-- Total cross section: the unpolarized differential cross section integrated over all
solid angles. -/
def totalCrossSection (r F : ℝ) : ℝ :=
  ∫ φ in (0 : ℝ)..(2 * π), ∫ θ in (0 : ℝ)..π, unpolarizedCrossSection r F θ φ * sin θ
```

Since $n\cdot\hat x=\sin\theta\cos\varphi$ and $n\cdot\hat y=\sin\theta\sin\varphi$, the mean of the two angular factors is

$$1-\tfrac12\sin^2\theta\,(\cos^2\varphi+\sin^2\varphi)=1-\tfrac12\sin^2\theta=\tfrac12(1+\cos^2\theta).$$

In the proof, `hx` and `hy` are the two scalar products, and `linear_combination` applies $\sin^2+\cos^2=1$ once for each angle.

```lean
/-- Averaging over the incident polarization gives the angular factor `(1 + cos² θ) / 2`. -/
theorem unpolarizedCrossSection_eq (r F θ φ : ℝ) :
    unpolarizedCrossSection r F θ φ = r ^ 2 * F ^ 2 * ((1 + cos θ ^ 2) / 2) := by
  have hx : direction θ φ ⬝ᵥ ![1, 0, 0] = sin θ * cos φ := by
    simp [direction, dotProduct, Fin.sum_univ_three]
  have hy : direction θ φ ⬝ᵥ ![0, 1, 0] = sin θ * sin φ := by
    simp [direction, dotProduct, Fin.sum_univ_three]
  simp only [unpolarizedCrossSection, polarizedCrossSection, hx, hy]
  linear_combination (-(r ^ 2 * F ^ 2) / 2) * sin_sq_add_cos_sq θ
    - (r ^ 2 * F ^ 2) / 2 * sin θ ^ 2 * sin_sq_add_cos_sq φ
```

## The solid-angle integral

The polar integrand has an explicit antiderivative:

$$\frac{d}{d\theta}\left[-\frac12\left(\cos\theta+\frac{\cos^3\theta}{3}\right)\right]=\frac{1+\cos^2\theta}{2}\,\sin\theta.$$

The bracket equals $2/3$ at $\theta=\pi$ and $-2/3$ at $\theta=0$, so the polar integral is $4/3$. The azimuth contributes $2\pi$, which gives $8\pi/3$. The derivative is `hd` and the polar integral is `hθ`.

```lean
/-- The integral of `(1 + cos² θ) / 2` over all solid angles is `8π/3`. -/
theorem solidAngle_integral :
    ∫ _φ in (0 : ℝ)..(2 * π), ∫ θ in (0 : ℝ)..π, (1 + cos θ ^ 2) / 2 * sin θ
      = 8 * π / 3 := by
  -- an explicit antiderivative in the polar angle
  have hd : ∀ x : ℝ, HasDerivAt (fun x => -(cos x + cos x * cos x * cos x / 3) / 2)
      ((1 + cos x ^ 2) / 2 * sin x) x := by
    intro x
    have h := hasDerivAt_cos x
    exact ((h.fun_add (((h.fun_mul h).fun_mul h).div_const 3)).fun_neg.div_const 2).congr_deriv
      (by ring)
  have hθ : ∫ θ in (0 : ℝ)..π, (1 + cos θ ^ 2) / 2 * sin θ = 4 / 3 := by
    rw [intervalIntegral.integral_eq_sub_of_hasDerivAt (fun x _ => hd x)
      (Continuous.intervalIntegrable (by fun_prop) _ _)]
    simp only [cos_pi, cos_zero]
    norm_num
  rw [hθ, intervalIntegral.integral_const, smul_eq_mul]
  ring
```

The factor $r^2F^2$ does not depend on the angles and comes out of the integral, so

$$\sigma=\frac{8\pi}{3}\,r^2F^2.$$

```lean
/-- The total cross section is `(8π/3) r² F²`. -/
theorem totalCrossSection_eq (r F : ℝ) :
    totalCrossSection r F = 8 * π / 3 * r ^ 2 * F ^ 2 := by
  simp only [totalCrossSection, unpolarizedCrossSection_eq, mul_assoc,
    intervalIntegral.integral_const_mul]
  rw [solidAngle_integral]
  ring
```

## Low frequency

For $\omega\neq0$ the factor $\omega^2$ cancels:

$$\frac{F(\omega)}{\omega^2}=\sum_k\frac{f_k}{\omega_k^2-\omega^2}\;\longrightarrow\;\sum_k\frac{f_k}{\omega_k^2}\qquad(\omega\to0).$$

Each term of the first sum is continuous at $\omega=0$ because $\omega_k>0$, and a finite sum of limits is the limit of the sum. Lean first proves the limit of the cancelled form, then transfers it to $F/\omega^2$ with `congr'`. The filter `𝓝[≠] 0` means that $\omega$ approaches zero without being zero.

```lean
/-- For positive resonance frequencies, `F(ω)/ω²` tends to `∑ f_k/ω_k²` as `ω → 0`. -/
theorem scatteringFactor_low (f ω₀ : ι → ℝ) (hω : ∀ k, 0 < ω₀ k) :
    Tendsto (fun ω => scatteringFactor f ω₀ ω / ω ^ 2) (𝓝[≠] 0)
      (𝓝 (∑ k, f k / ω₀ k ^ 2)) := by
  have h : Tendsto (fun ω : ℝ => ∑ k, f k / (ω₀ k ^ 2 - ω ^ 2)) (𝓝[≠] 0)
      (𝓝 (∑ k, f k / ω₀ k ^ 2)) := by
    refine tendsto_finsetSum _ fun k _ => ?_
    have hc : ContinuousAt (fun ω : ℝ => f k / (ω₀ k ^ 2 - ω ^ 2)) 0 :=
      ContinuousAt.div (by fun_prop) (by fun_prop) (by simpa using (hω k).ne')
    simpa using hc.tendsto.mono_left nhdsWithin_le_nhds
  -- away from zero frequency the factor ω² cancels
  refine h.congr' ?_
  filter_upwards [self_mem_nhdsWithin] with ω hne
  have hne' : ω ≠ 0 := hne
  rw [scatteringFactor, Finset.sum_div]
  refine Finset.sum_congr rfl fun k _ => ?_
  rw [div_right_comm, mul_div_cancel_right₀ _ (pow_ne_zero 2 hne')]
```

## High frequency

Dividing numerator and denominator by $\omega^2$ gives

$$\frac{f_k\,\omega^2}{\omega_k^2-\omega^2}=\frac{f_k}{\omega_k^2/\omega^2-1}\;\longrightarrow\;-f_k\qquad(\omega\to\infty),$$

and therefore $F\to-\sum_k f_k$. The minus sign records that a driven oscillator far above resonance moves in antiphase to one far below. In the proof, `hk` is the limit of the rewritten term and `hq` is the division by $\omega^2$.

```lean
/-- At high frequency the scattering factor tends to minus the sum of the oscillator
strengths. -/
theorem scatteringFactor_high (f ω₀ : ι → ℝ) :
    Tendsto (scatteringFactor f ω₀) atTop (𝓝 (-∑ k, f k)) := by
  rw [← Finset.sum_neg_distrib]
  unfold scatteringFactor
  refine tendsto_finsetSum _ fun k _ => ?_
  have hk : Tendsto (fun ω : ℝ => f k / (ω₀ k ^ 2 * (ω⁻¹) ^ 2 - 1)) atTop
      (𝓝 (f k / (ω₀ k ^ 2 * 0 ^ 2 - 1))) :=
    tendsto_const_nhds.div (((tendsto_inv_atTop_zero.pow 2).const_mul _).sub_const 1)
      (by norm_num)
  have he : f k / (ω₀ k ^ 2 * 0 ^ 2 - 1) = -f k := by
    rw [zero_pow two_ne_zero, mul_zero, zero_sub, div_neg, div_one]
  rw [he] at hk
  -- divide numerator and denominator by ω²
  refine hk.congr' ?_
  filter_upwards [eventually_ne_atTop (0 : ℝ)] with ω hne
  have hq : ω₀ k ^ 2 * (ω⁻¹) ^ 2 - 1 = (ω₀ k ^ 2 - ω ^ 2) / ω ^ 2 := by
    field_simp
  rw [hq, div_div_eq_mul_div]
```

## Both limits of the cross section

Write $N=\sum_k f_k$. For an atom with $N$ electrons, the Thomas–Reiche–Kuhn sum rule gives this value when the sum runs over all transitions, including those to the continuum. A finite selection of resonances need not reach it, so here the value of the sum is the hypothesis `hN`, and $N$ may be any real number. Squaring the two limits of $F$ gives

$$\frac{\sigma}{\omega^4}=\frac{8\pi}{3}r^2\left(\frac{F}{\omega^2}\right)^2\to\frac{8\pi}{3}r^2\left(\sum_k\frac{f_k}{\omega_k^2}\right)^2,\qquad \sigma\to\frac{8\pi}{3}r^2N^2,$$

as $\omega\to0$ and $\omega\to\infty$ respectively. The theorem states these as a conjunction. Its proof squares each earlier limit, multiplies by the constant and inserts the formula for $\sigma$.

```lean
/-- For positive resonance frequencies and oscillator strengths with sum `N`, the total cross
section divided by `ω⁴` tends to `(8π/3) r² (∑ f_k/ω_k²)²` as `ω → 0`, and the total cross
section tends to `(8π/3) r² N²` as `ω → ∞`. -/
theorem rayleigh_and_thomson_limits (r N : ℝ) (f ω₀ : ι → ℝ) (hω : ∀ k, 0 < ω₀ k)
    (hN : ∑ k, f k = N) :
    Tendsto (fun ω => totalCrossSection r (scatteringFactor f ω₀ ω) / ω ^ 4) (𝓝[≠] 0)
        (𝓝 (8 * π / 3 * r ^ 2 * (∑ k, f k / ω₀ k ^ 2) ^ 2)) ∧
      Tendsto (fun ω => totalCrossSection r (scatteringFactor f ω₀ ω)) atTop
        (𝓝 (8 * π / 3 * r ^ 2 * N ^ 2)) := by
  constructor
  · have h := ((scatteringFactor_low f ω₀ hω).pow 2).const_mul (8 * π / 3 * r ^ 2)
    refine h.congr fun ω => ?_
    simp only [totalCrossSection_eq]
    ring
  · have h := ((scatteringFactor_high f ω₀).pow 2).const_mul (8 * π / 3 * r ^ 2)
    rw [hN, neg_sq] at h
    refine h.congr fun ω => ?_
    simp only [totalCrossSection_eq]
```

The model leaves out damping, the continuum of ionizing transitions and inelastic scattering, all present in a real atom. It also keeps the dipole approximation at every frequency. In an atom with several electrons, once the wavelength is comparable with the size of the atom, the waves from different electrons no longer add in phase in most directions, and the value proportional to $N^2$ fails. For such an atom that value is a good approximation only where the frequency lies well above the resonances while the wavelength is still long.

In atomic units $\sum_k f_k/\omega_k^2$, taken over all transitions, is the static polarizability, so the first limit ties low-frequency scattering to a standard electronic-structure quantity. For an atom in its ground state, a list of only the lowest excitations leaves out positive terms of this sum.

## When the $\omega^4$ term is present

A positive sum of strengths does not by itself make the low-frequency coefficient nonzero. Strengths $4$ and $-1$ at frequencies $2$ and $1$ have sum $3$, yet $4/2^2-1/1^2=0$. Negative strengths occur for excited states, which can emit downwards.

If every $f_k\ge0$ and the sum is positive, some $f_k$ must be positive, since otherwise the sum would be at most zero. That term makes $\sum_k f_k/\omega_k^2$ positive, and the others cannot reduce it.

```lean
/-- For positive resonance frequencies and nonnegative oscillator strengths with positive sum,
the coefficient `∑ f_k/ω_k²` is positive. -/
theorem rayleigh_coefficient_pos (f ω₀ : ι → ℝ) (hω : ∀ k, 0 < ω₀ k) (hf : ∀ k, 0 ≤ f k)
    (hN : 0 < ∑ k, f k) : 0 < ∑ k, f k / ω₀ k ^ 2 := by
  refine Finset.sum_pos' (fun k _ => div_nonneg (hf k) (sq_nonneg _)) ?_
  by_contra hc
  exact absurd hN (not_lt_of_ge (Finset.sum_nonpos fun k _ => le_of_not_gt fun hk =>
    hc ⟨k, Finset.mem_univ k, div_pos hk (pow_pos (hω k) 2)⟩))
```

## A lower bound below the resonances

Let $f_k\ge0$ and $0\le\omega<\omega_k$ for all $k$. Then $0<\omega_k^2-\omega^2\le\omega_k^2$, so

$$F(\omega)\ \ge\ \omega^2\sum_k\frac{f_k}{\omega_k^2}\ \ge\ 0.$$

Both sides are nonnegative, so squaring preserves the order, and

$$\sigma(\omega)\ \ge\ \frac{8\pi}{3}r^2\left(\sum_k\frac{f_k}{\omega_k^2}\right)^2\omega^4.$$

Within the model, the $\omega^4$ law thus never overestimates the scattering in this range. The comparison of $F$ with its low-frequency form is `hF`, the nonnegativity is `hS`, and the final `calc` squares and multiplies by the constant.

```lean
/-- With nonnegative oscillator strengths and a frequency `ω ≥ 0` below every resonance, the
total cross section is at least `(8π/3) r² (∑ f_k/ω_k²)² ω⁴`. -/
theorem rayleigh_law_le (r ω : ℝ) (f ω₀ : ι → ℝ) (hf : ∀ k, 0 ≤ f k) (h0 : 0 ≤ ω)
    (hlt : ∀ k, ω < ω₀ k) :
    8 * π / 3 * r ^ 2 * (∑ k, f k / ω₀ k ^ 2) ^ 2 * ω ^ 4
      ≤ totalCrossSection r (scatteringFactor f ω₀ ω) := by
  -- each resonance denominator is at most its static value
  have hF : (∑ k, f k / ω₀ k ^ 2) * ω ^ 2 ≤ scatteringFactor f ω₀ ω := by
    rw [scatteringFactor, Finset.sum_mul]
    refine Finset.sum_le_sum fun k _ => ?_
    have hpos : 0 < ω₀ k ^ 2 - ω ^ 2 := by nlinarith [hlt k]
    rw [div_mul_eq_mul_div]
    exact div_le_div_of_nonneg_left (mul_nonneg (hf k) (sq_nonneg ω)) hpos
      (by linarith [sq_nonneg ω])
  have hS : 0 ≤ (∑ k, f k / ω₀ k ^ 2) * ω ^ 2 :=
    mul_nonneg (Finset.sum_nonneg fun k _ => div_nonneg (hf k) (sq_nonneg _)) (sq_nonneg ω)
  rw [totalCrossSection_eq]
  calc 8 * π / 3 * r ^ 2 * (∑ k, f k / ω₀ k ^ 2) ^ 2 * ω ^ 4
      = 8 * π / 3 * r ^ 2 * ((∑ k, f k / ω₀ k ^ 2) * ω ^ 2) ^ 2 := by ring
    _ ≤ 8 * π / 3 * r ^ 2 * scatteringFactor f ω₀ ω ^ 2 :=
        mul_le_mul_of_nonneg_left (pow_le_pow_left₀ hS hF 2) (by positivity)

end

end RayleighThomsonScattering
```

```lean
#print axioms RayleighThomsonScattering.rayleigh_and_thomson_limits
#print axioms RayleighThomsonScattering.rayleigh_coefficient_pos
#print axioms RayleighThomsonScattering.rayleigh_law_le
```

```
'RayleighThomsonScattering.rayleigh_and_thomson_limits' depends on axioms: [propext, Classical.choice, Quot.sound]
'RayleighThomsonScattering.rayleigh_coefficient_pos' depends on axioms: [propext, Classical.choice, Quot.sound]
'RayleighThomsonScattering.rayleigh_law_le' depends on axioms: [propext, Classical.choice, Quot.sound]
```
